# Removing two chosen electrons and adding two reaches all single excitations only with two occupied or no virtual spin orbitals

## Where have half of my single excitations gone?

If I take two electrons out of the highest occupied orbital and then add two, may the new electrons go back into the spin orbitals I have just emptied? I assumed that they may, since otherwise I couldn't even recover the ground-state determinant. For four electrons in eight spin orbitals I then count 15 determinants. They include six double excitations, which is what I wanted from a particle-particle method, but only 8 of the 16 singles. Have I miscounted, or does the construction really lose ordinary single excitations while it gains doubles?

## The lost singles come from the electrons you never removed

Your count is right, and it depends on the choice you made: the two electrons may enter any spin orbital that is empty after the removal, including the two just vacated. An electron that returns to its old place leaves no hole, so the same construction gives the reference, singles and doubles. The other electrons never move, so every excitation out of their orbitals is missing.

Let O be the set of spin orbitals occupied in the reference, with o = |O|, and let v be the number of virtual ones. Remove the electrons in a subset h of O, with m = |h|; your case is m = 2. The core O∖h stays occupied, and o − (o − m) + v = v + m spin orbitals are now empty. Adding m electrons in a set p of these gives the determinant

D = (O∖h) ∪ p.

Since p = D∖(O∖h), different choices of p give different determinants, so their number is

C(v + m, m), which for m = 2 is (v + 2)(v + 1)/2.

To sort them by excitation rank, call O∖D the holes of D and D∖O its particles. From

|O| = |O∩D| + |O∖D| and |D| = |O∩D| + |D∖O|

it follows that D has o electrons if and only if it has as many particles as holes. A reached determinant has (o − m) + m = o electrons, and its holes lie in h because the core is occupied. Conversely, suppose that D has o electrons and all its holes lie in h. Then D contains the core, and its remaining o − (o − m) = m electrons sit outside the core, so D is reached by adding just those.

A reached k-fold excitation is therefore a choice of k holes from h and k particles from the virtual orbitals:

C(m, k) · C(v, k).

For m = 2 this gives

- k = 0: 1, the reference
- k = 1: 2v singles
- k = 2: v(v − 1)/2 doubles

and nothing at higher rank. The sum is 1 + 2v + v(v − 1)/2 = (v + 2)(v + 1)/2, as it should be. With holes allowed anywhere in O there are C(o, k) · C(v, k) k-fold excitations, hence ov singles. All of them are reached if and only if 2v = ov, that is, o = 2 or v = 0. In your example o = v = 4, so 8 of 16 are reached.

For general k, suppose that some occupied orbital i lies outside h and that 1 ≤ k ≤ o and k ≤ v. Choose k holes including i, and any k particles. This excitation is missed. In the remaining cases nothing is missed: for k = 0 there are no holes, for h = O every hole is allowed, and for k > o or k > v there are no k-fold excitations at all.

The mistake to avoid is to identify the removed electrons with the holes. One would then add electrons only to the original virtual orbitals, find v(v − 1)/2 determinants, and conclude that the method yields doubles alone.

The Lean file treats any number of removed electrons and then specialises to two.

```lean
import Mathlib

open Finset

namespace ParticleParticleDoubles

variable {α : Type*} [Fintype α] [DecidableEq α]

/-- The determinant obtained from the determinant `O` by emptying the spin orbitals in `s`
and then filling those in `p`. -/
def excite (O s p : Finset α) : Finset α := (O \ s) ∪ p

/-- The determinants reached from the reference `O` by removing the electrons in `h` and adding
`h.card` electrons in any spin orbitals that are then empty. -/
def reached (O h : Finset α) : Finset (Finset α) :=
  ((O \ h)ᶜ.powersetCard h.card).image (fun p => excite O h p)

/-- The `k`-fold excitations of the reference `O`: determinants with as many electrons as `O`
in which exactly `k` spin orbitals of `O` are empty. -/
def excited (O : Finset α) (k : ℕ) : Finset (Finset α) :=
  univ.filter (fun D => D.card = O.card ∧ (O \ D).card = k)

omit [Fintype α] in
/-- A determinant has as many electrons as the reference exactly when it has as many
holes as particles. -/
theorem same_number_iff (O D : Finset α) :
    D.card = O.card ↔ (O \ D).card = (D \ O).card := by
  have a := card_sdiff_add_card_inter O D
  have b := card_sdiff_add_card_inter D O
  rw [inter_comm D O] at b
  omega

/-- Exciting electrons from occupied orbitals `s` to virtual orbitals `p` gives a determinant
whose holes are `s` and whose particles are `p`. -/
theorem holes_particles {O s p : Finset α} (hs : s ⊆ O) (hp : p ⊆ Oᶜ) :
    O \ excite O s p = s ∧ excite O s p \ O = p := by
  constructor <;> ext a <;>
  · have h1 : a ∈ s → a ∈ O := fun h => hs h
    have h2 : a ∈ p → a ∉ O := fun h => mem_compl.1 (hp h)
    simp only [excite, mem_sdiff, mem_union]
    tauto

/-- When the removed electrons `h` are occupied in the reference, a determinant is reached exactly
when all its holes lie in `h` and it has as many electrons as the reference. -/
theorem mem_reached {O h D : Finset α} (hh : h ⊆ O) :
    D ∈ reached O h ↔ O \ D ⊆ h ∧ D.card = O.card := by
  have hcore := card_sdiff_add_card_eq_card hh
  simp only [reached, excite, mem_image, mem_powersetCard]
  constructor
  · rintro ⟨p, ⟨hp, hc⟩, rfl⟩
    have hd : Disjoint (O \ h) p :=
      disjoint_left.2 fun a ha hap => mem_compl.1 (hp hap) ha
    refine ⟨fun a ha => ?_, ?_⟩
    · by_contra hn
      exact (mem_sdiff.1 ha).2 (mem_union_left _ (mem_sdiff.2 ⟨(mem_sdiff.1 ha).1, hn⟩))
    · rw [card_union_of_disjoint hd]
      omega
  · rintro ⟨hD, hc⟩
    -- the untouched core is still occupied, and the rest of `D` was added
    have hsub : O \ h ⊆ D := by
      intro a ha
      by_contra hn
      exact (mem_sdiff.1 ha).2 (hD (mem_sdiff.2 ⟨(mem_sdiff.1 ha).1, hn⟩))
    have hrest := card_sdiff_add_card_eq_card hsub
    exact ⟨D \ (O \ h), ⟨fun a ha => mem_compl.2 (mem_sdiff.1 ha).2, by omega⟩,
      union_sdiff_of_subset hsub⟩

/-- Removing `m` chosen occupied electrons and adding `m` anywhere empty reaches
`C(v + m, m)` determinants, where `v` is the number of virtual spin orbitals. -/
theorem card_reached {O h : Finset α} (hh : h ⊆ O) :
    (reached O h).card = (Oᶜ.card + h.card).choose h.card := by
  have hempty : (O \ h)ᶜ.card = Oᶜ.card + h.card := by
    have a := card_sdiff_add_card_eq_card hh
    have b := card_add_card_compl O
    have c := card_add_card_compl (O \ h)
    omega
  have hd : ∀ p ∈ (O \ h)ᶜ.powersetCard h.card, Disjoint (O \ h) p := fun p hp =>
    disjoint_left.2 fun a ha hap => mem_compl.1 ((mem_powersetCard.1 hp).1 hap) ha
  -- different additions to the core give different determinants
  rw [reached, card_image_of_injOn, card_powersetCard, hempty]
  intro p hp q hq hpq
  have e : (O \ h) ∪ p = (O \ h) ∪ q := hpq
  rw [← union_sdiff_cancel_left (hd p hp), e, union_sdiff_cancel_left (hd q hq)]

/-- Among the determinants reached by removing `m` chosen occupied electrons and adding `m` anywhere
empty, the `k`-fold excitations number `C(m, k) C(v, k)`, where `v` is the number of virtual spin
orbitals. -/
theorem card_reached_rank {O h : Finset α} (hh : h ⊆ O) (k : ℕ) :
    (reached O h ∩ excited O k).card = h.card.choose k * Oᶜ.card.choose k := by
  have key : (reached O h ∩ excited O k).card
      = (h.powersetCard k ×ˢ Oᶜ.powersetCard k).card := by
    -- a determinant is the same thing as its holes and its particles
    refine card_bij' (fun D _ => (O \ D, D \ O)) (fun x _ => excite O x.1 x.2) ?_ ?_ ?_ ?_
    · intro D hD
      simp only [mem_inter, mem_reached hh, excited, mem_filter, mem_univ, true_and] at hD
      obtain ⟨⟨hs, hc⟩, -, hk⟩ := hD
      have hp := (same_number_iff O D).1 hc
      exact mem_product.2 ⟨mem_powersetCard.2 ⟨hs, hk⟩,
        mem_powersetCard.2 ⟨fun a ha => mem_compl.2 (mem_sdiff.1 ha).2, hp.symm.trans hk⟩⟩
    · rintro ⟨s, p⟩ hx
      simp only [mem_product, mem_powersetCard] at hx
      obtain ⟨⟨hs, hsk⟩, hp, hpk⟩ := hx
      obtain ⟨h1, h2⟩ := holes_particles (hs.trans hh) hp
      have hc : (excite O s p).card = O.card :=
        (same_number_iff _ _).2 (by rw [h1, h2, hsk, hpk])
      simp only [mem_inter, mem_reached hh, excited, mem_filter, mem_univ, true_and]
      exact ⟨⟨by rw [h1]; exact hs, hc⟩, hc, by rw [h1, hsk]⟩
    · intro D _
      ext a
      simp only [excite, mem_union, mem_sdiff]
      tauto
    · rintro ⟨s, p⟩ hx
      simp only [mem_product, mem_powersetCard] at hx
      obtain ⟨h1, h2⟩ := holes_particles (hx.1.1.trans hh) hx.2.1
      exact Prod.ext h1 h2
  rw [key, card_product, card_powersetCard, card_powersetCard]

/-- With `o` occupied and `v` virtual spin orbitals there are `C(o, k) C(v, k)` `k`-fold
excitations in all. -/
theorem card_excited (O : Finset α) (k : ℕ) :
    (excited O k).card = O.card.choose k * Oᶜ.card.choose k := by
  rw [← card_reached_rank (Subset.refl O) k, inter_eq_right.2]
  intro D hD
  exact (mem_reached (Subset.refl O)).2 ⟨sdiff_subset, (mem_filter.1 hD).2.1⟩

/-- Removing the chosen occupied electrons `h` and adding as many anywhere empty reaches every
`k`-fold excitation exactly when `k = 0`, or `h` is the whole reference, or fewer than `k` occupied
or fewer than `k` virtual spin orbitals exist. -/
theorem all_excited_reached_iff {O h : Finset α} (hh : h ⊆ O) (k : ℕ) :
    excited O k ⊆ reached O h ↔ k = 0 ∨ h = O ∨ O.card < k ∨ Oᶜ.card < k := by
  constructor
  · intro H
    by_contra hn
    simp only [not_or, not_lt] at hn
    obtain ⟨hk, hO, ho, hv⟩ := hn
    obtain ⟨i, hi, hih⟩ : ∃ i, i ∈ O ∧ i ∉ h := by
      by_contra hc
      exact hO (hh.antisymm fun a ha => by
        by_contra hb
        exact hc ⟨a, ha, hb⟩)
    -- an excitation that empties the orbital `i` outside `h` is missed
    obtain ⟨s, his, hs, hsk⟩ := exists_subsuperset_card_eq (singleton_subset_iff.2 hi)
      (by rw [card_singleton]; omega) ho
    obtain ⟨p, -, hp, hpk⟩ := exists_subsuperset_card_eq (empty_subset Oᶜ)
      (by rw [card_empty]; omega) hv
    obtain ⟨h1, h2⟩ := holes_particles hs hp
    have hD : excite O s p ∈ excited O k := mem_filter.2 ⟨mem_univ _,
      (same_number_iff _ _).2 (by rw [h1, h2, hsk, hpk]), by rw [h1, hsk]⟩
    have hsub := ((mem_reached hh).1 (H hD)).1
    rw [h1] at hsub
    exact hih (hsub (singleton_subset_iff.1 his))
  · intro H D hD
    obtain ⟨hc, hk⟩ := (mem_filter.1 hD).2
    refine (mem_reached hh).2 ⟨?_, hc⟩
    rcases H with h0 | rfl | ho | hv
    · rw [card_eq_zero.1 (hk.trans h0)]
      exact empty_subset _
    · exact sdiff_subset
    · have := card_le_card (sdiff_subset : O \ D ⊆ O)
      omega
    · have hp : D \ O ⊆ Oᶜ := fun a ha => mem_compl.2 (mem_sdiff.1 ha).2
      have h1 := card_le_card hp
      have h2 := (same_number_iff O D).1 hc
      omega

/-- Removing two chosen occupied electrons and adding two anywhere empty reaches
`(v + 2)(v + 1)/2` determinants: the reference, `2v` of the `ov` singles and `v(v - 1)/2` doubles.
All singles are reached if and only if `o = 2` or `v = 0`. -/
theorem particle_particle_space {O h : Finset α} (hh : h ⊆ O) (h2 : h.card = 2) :
    (reached O h).card = (Oᶜ.card + 2) * (Oᶜ.card + 1) / 2 ∧
    reached O h ∩ excited O 0 = {O} ∧
    (reached O h ∩ excited O 1).card = 2 * Oᶜ.card ∧
    (excited O 1).card = O.card * Oᶜ.card ∧
    (reached O h ∩ excited O 2).card = Oᶜ.card * (Oᶜ.card - 1) / 2 ∧
    (excited O 1 ⊆ reached O h ↔ O.card = 2 ∨ Oᶜ.card = 0) := by
  have hle := card_le_card hh
  refine ⟨?_, ?_, ?_, ?_, ?_, ?_⟩
  · have e : Oᶜ.card + 2 - 1 = Oᶜ.card + 1 := by omega
    rw [card_reached hh, h2, Nat.choose_two_right, e]
  · -- the reference is reached, and only one determinant has no holes
    have hO : O ∈ reached O h ∩ excited O 0 := by
      simp [mem_reached hh, excited]
    have hc : (reached O h ∩ excited O 0).card = 1 := by
      rw [card_reached_rank hh, Nat.choose_zero_right, Nat.choose_zero_right]
    obtain ⟨D, hD⟩ := card_eq_one.1 hc
    rw [hD] at hO ⊢
    rw [mem_singleton.1 hO]
  · rw [card_reached_rank hh, h2, Nat.choose_one_right, Nat.choose_one_right]
  · rw [card_excited, Nat.choose_one_right, Nat.choose_one_right]
  · rw [card_reached_rank hh, h2, Nat.choose_self, one_mul, Nat.choose_two_right]
  · have hfull : h = O ↔ O.card = 2 :=
      ⟨fun e => e ▸ h2, fun e => eq_of_subset_of_card_le hh (by omega)⟩
    rw [all_excited_reached_iff hh, hfull]
    omega

end ParticleParticleDoubles
```

```lean
#print axioms ParticleParticleDoubles.all_excited_reached_iff
-- 'ParticleParticleDoubles.all_excited_reached_iff' depends on axioms: [propext, Classical.choice, Quot.sound]
#print axioms ParticleParticleDoubles.particle_particle_space
-- 'ParticleParticleDoubles.particle_particle_space' depends on axioms: [propext, Classical.choice, Quot.sound]
```

## Reading the statement as physics

The finite type `α` is the set of spin orbitals, and a determinant is the `Finset α` of those it occupies; its sign or phase plays no part. `O` is the reference, `O.card` is o and `Oᶜ.card` is v. In `reached O h` the added set is drawn from `(O \ h)ᶜ`, which is where the vacated orbitals become available again. `excited O k` collects the determinants with as many electrons as `O` and exactly `k` holes.

The theorem `particle_particle_space` assumes that `h` is a subset of `O` with two elements, which already forces o ≥ 2. Its six parts state, in order:

1. the total number of reached determinants;
2. that the reference is the only one without holes;
3. the number 2v of reached singles;
4. the number ov of all singles;
5. the number of reached doubles;
6. the condition for reaching every single.

The divisions are between natural numbers, but they lose nothing, because a product of two consecutive integers is even.

The orbitals are fixed and finite in number, and the removed pair is chosen once. No spin or spatial symmetry is imposed, so spin-flip excitations are counted too. There is no Hamiltonian, so the theorem says which determinants are available and nothing about energies or the quality of a spectrum.

For a particle-particle calculation that expands N-electron states by adding two electrons to one (N − 2)-electron determinant in a fixed finite orbital set, this means that, with at least two virtual spin orbitals, some double excitations are present from the start, while any state made mainly of excitations out of the remaining occupied orbitals is poorly represented. The hole-hole amplitudes of the full particle-particle random phase approximation are not part of this model.

## From the hole criterion to the counts

`same_number_iff` is the balance of holes and particles: both cardinalities are split over the common part of `O` and `D`, and `omega` does the arithmetic. `holes_particles` checks that `excite O s p` has holes `s` and particles `p`. It requires `p ⊆ Oᶜ`, since an electron put back into `s` would fill a hole.

`mem_reached` is the criterion that the holes lie in `h` and the electron number is right. In one direction the core and the added set are disjoint, so their sizes add. In the other, the proof supplies `D \ (O \ h)` as the set of added electrons.

`card_reached` gives the total. It first finds v + m empty orbitals (`hempty`), then uses `card_image_of_injOn`: removing the core from both sides of an equality of determinants shows that the added sets agree.

`card_reached_rank` counts by rank. With `card_bij'` it pairs each determinant with its holes and particles, `(O \ D, D \ O)`, and uses `excite` for the way back. The four goals check that each map lands in the right set and that each undoes the other. `card_excited` is the special case `h = O`, where every excitation is reached.

`all_excited_reached_iff` follows the argument for general k. If all four alternatives fail, there is an orbital `i` in `O` outside `h`; `exists_subsuperset_card_eq` enlarges `{i}` to a set of `k` holes and also provides `k` particles. The resulting excitation would have to be reached, which would put `i` in `h`, a contradiction. The converse goes through the four alternatives one by one.

The final theorem sets m = 2. For the reference, the count at rank zero is one and `O` belongs to that set, so the set is `{O}`. For the last part, `hfull` shows that `h = O` is equivalent to o = 2. With k = 1 the alternatives k = 0 and o < 1 are impossible and v < 1 means v = 0, which leaves the condition o = 2 or v = 0.
